# One McWeeny purification step retains at least two thirds of the uniform average of a nonnegative continuous function of occupation

The McWeeny step sends an occupation number x to 3x² − 2x³. The failing theorem, `average_step`, takes occupations spread uniformly over [0,1] and a continuous real function h that is nonnegative on that interval, and states that the average of h after one step is at least 2/3 of its average before. The proof changes variables from the initial to the purified occupation, which brings in the slope 6x(1 − x) as a factor. Since this slope is at most 3/2, it then tries to compare the two integrands point by point.

The failing Lean file:

```lean
import Mathlib

open Set

namespace UniformSpectrumPurification

noncomputable section

/-- The McWeeny purification step acting on a single occupation number. -/
def mcWeeny (x : ℝ) : ℝ := 3 * x ^ 2 - 2 * x ^ 3

/-- The idempotency error `x - x²` of an occupation number, written as a product. -/
def idempotencyError (x : ℝ) : ℝ := x * (1 - x)

lemma continuous_mcWeeny : Continuous mcWeeny := by
  show Continuous (fun x : ℝ => 3 * x ^ 2 - 2 * x ^ 3)
  fun_prop

lemma continuous_idempotencyError : Continuous idempotencyError := by
  show Continuous (fun x : ℝ => x * (1 - x))
  fun_prop

/-- The slope of the purification step is six times the idempotency error. -/
theorem hasDerivAt_mcWeeny (x : ℝ) :
    HasDerivAt mcWeeny (6 * idempotencyError x) x := by
  have h := ((hasDerivAt_pow 2 x).const_mul 3).fun_sub ((hasDerivAt_pow 3 x).const_mul 2)
  exact h.congr_deriv (by unfold idempotencyError; norm_num; ring)

/-- Any number of purification steps keeps occupations between zero and one. -/
theorem iterate_mem (n : ℕ) {x : ℝ} (hx : x ∈ Icc (0 : ℝ) 1) :
    mcWeeny^[n] x ∈ Icc (0 : ℝ) 1 := by
  induction n with
  | zero => exact hx
  | succ n ih =>
    rw [Function.iterate_succ_apply']
    obtain ⟨h0, h1⟩ := ih
    generalize mcWeeny^[n] x = y at h0 h1
    unfold mcWeeny
    constructor
    · have h : 0 ≤ y ^ 2 * (3 - 2 * y) := mul_nonneg (sq_nonneg y) (by linarith)
      linarith [h, show y ^ 2 * (3 - 2 * y) = 3 * y ^ 2 - 2 * y ^ 3 by ring]
    · have h : 0 ≤ (1 - y) ^ 2 * (1 + 2 * y) := mul_nonneg (sq_nonneg _) (by linarith)
      linarith [h, show (1 - y) ^ 2 * (1 + 2 * y) = 1 - (3 * y ^ 2 - 2 * y ^ 3) by ring]

/-- After one purification step, the uniform average over `[0,1]` of a continuous function `h` that
is nonnegative there is at least two thirds of its initial value. -/
theorem average_step (h : ℝ → ℝ) (hc : Continuous h)
    (h0 : ∀ y ∈ Icc (0 : ℝ) 1, 0 ≤ h y) :
    2 / 3 * ∫ y in (0 : ℝ)..1, h y ≤ ∫ x in (0 : ℝ)..1, h (mcWeeny x) := by
  have e0 : mcWeeny 0 = 0 := by norm_num [mcWeeny]
  have e1 : mcWeeny 1 = 1 := by norm_num [mcWeeny]
  have hcont : Continuous (fun x => h (mcWeeny x)) := hc.comp continuous_mcWeeny
  have hslope : Continuous (fun x => 6 * idempotencyError x) :=
    continuous_const.mul continuous_idempotencyError
  -- Change variables from the initial to the purified occupation.
  have key : ∫ x in (0 : ℝ)..1, h (mcWeeny x) * (6 * idempotencyError x)
      = ∫ y in (0 : ℝ)..1, h y := by
    have t := intervalIntegral.integral_comp_mul_deriv (a := 0) (b := 1)
      (f := mcWeeny) (f' := fun x => 6 * idempotencyError x) (g := h)
      (fun x _ => hasDerivAt_mcWeeny x) hslope.continuousOn hc
    rw [e0, e1] at t
    exact t
  rw [← key, ← intervalIntegral.integral_const_mul]
  -- The slope is at most 3/2, attained at half occupation.
  apply intervalIntegral.integral_mono_on (by norm_num)
    ((continuous_const.mul (hcont.mul hslope)).intervalIntegrable _ _)
    (hcont.intervalIntegrable _ _)
  intro x hx
  have hp : 0 ≤ h (mcWeeny x) := h0 _ (iterate_mem 1 hx)
  unfold idempotencyError
  nlinarith [mul_nonneg hp (sq_nonneg (2 * x - 1))]

end

end UniformSpectrumPurification
```

Compiling this gives:

```
Main.lean:71:2: error: linarith failed to find a contradiction
h : ℝ → ℝ
hc : Continuous h
h0 : ∀ y ∈ Icc 0 1, 0 ≤ h y
e0 : mcWeeny 0 = 0
e1 : mcWeeny 1 = 1
hcont : Continuous fun x => h (mcWeeny x)
hslope : Continuous fun x => 6 * idempotencyError x
key : ∫ (x : ℝ) in 0..1, h (mcWeeny x) * (6 * idempotencyError x) = ∫ (y : ℝ) in 0..1, h y
x : ℝ
hx : x ∈ Icc 0 1
hp : 0 ≤ h (mcWeeny x)
a✝ : h (mcWeeny x) < ((fun x => 2 / 3) * ((fun x => h (mcWeeny x)) * fun x => 6 * (x * (1 - x)))) x
⊢ False
failed
```

The repair, with which the file compiles:

```diff
@@ -68,4 +68,5 @@
   intro x hx
   have hp : 0 ≤ h (mcWeeny x) := h0 _ (iterate_mem 1 hx)
+  show 2 / 3 * (h (mcWeeny x) * (6 * idempotencyError x)) ≤ h (mcWeeny x)
   unfold idempotencyError
   nlinarith [mul_nonneg hp (sq_nonneg (2 * x - 1))]
```

The error comes from the closing `nlinarith`, which could not prove the pointwise inequality. The inequality is true, and the hint supplied is the right one: the right side minus the left is exactly `h (mcWeeny x) * (2 * x - 1) ^ 2`.

The trouble is the form of the goal. The integrand on the left was taken from the continuity proof built with `.mul`, which describes a product of functions. In the message, the negated goal therefore contains `((fun x => 2 / 3) * (... * fun x => ...)) x`, a product of functions applied to `x`, and not a product of numbers. `unfold idempotencyError` opens the definition inside but leaves that form in place. The arithmetic in `nlinarith` does not see through it, so it cannot match the term with the hint.

The added `show` line restates the goal as an ordinary inequality between real numbers. Lean accepts it because the two forms are equal by definition. After the unfolding, `nlinarith` can then multiply out the terms and use the hint.
